# Newton iteration from zero for one SHAKE bond converges to the multiplier of smaller absolute value when the trial bond is not perpendicular to the old bond and its perpendicular part is shorter than the target length

In a molecular dynamics step with a rigid bond, the two atoms first move as if the bond were free. This leaves a trial bond vector s of the wrong length. SHAKE then pushes the atoms along the old bond vector r, so the corrected bond is s + l r, and the number l has to be chosen to restore the prescribed length d:

‖s + l r‖² = d²

This is a quadratic equation, usually with two roots, and I want the small correction, not the one that throws the bond across to the other side. If I run Newton's method from l = 0, I expect to get the root of smaller absolute value, provided that s is not perpendicular to r and the part of s perpendicular to r is shorter than d. Is that always true, even for a poor trial bond? Could an iterate land where the derivative vanishes? I would like to see a full proof, checked by machine.

## In terms of the projection on r, Newton's step is Heron's square-root rule

Yes, it is always true under those two conditions, and the derivative never vanishes along the way. The reason becomes visible when one follows the projection of the corrected bond on r instead of l itself.

Write a = ‖r‖² and b = ⟨s, r⟩. Since b ≠ 0, the vector r is nonzero and a > 0. The constraint violation and the projection (here the plain inner product with r, not divided by ‖r‖) are

g(l) = ‖s + l r‖² − d² = a l² + 2 b l + ‖s‖² − d²

u(l) = ⟨s + l r, r⟩ = b + a l

so the derivative is g′(l) = 2 a l + 2 b = 2 u(l).

The part of s perpendicular to r is s⊥ = s − (b/a) r. Its squared length is ‖s‖² − 2b²/a + b²/a = ‖s‖² − b²/a, hence a‖s⊥‖² = a‖s‖² − b². Completing the square gives

a g(l) = (b + a l)² − b² + a‖s‖² − a d² = u(l)² − D, with D = a (d² − ‖s⊥‖²)

Because ‖s⊥‖ < d, D is positive. The constraint therefore holds exactly when u(l) is one of the two square roots of D. Let e be the one with the same sign as b, so that e² = D and e b > 0. The two roots are

L = (e − b)/a and M = (−e − b)/a

and |L| < |M|, because (e + b)² − (e − b)² = 4 e b > 0.

A Newton step takes l to l′ = l − g(l)/(2u), where u = u(l). The projection then becomes

u′ = b + a l′ = u − a g(l)/(2u) = u − (u² − D)/(2u) = (u + D/u)/2

This is Heron's rule for the square root of D. Let lₙ be the iterates, with l₀ = 0, and put wₙ = u(lₙ)/e. Then

w₀ = b/e > 0 and wₙ₊₁ = (wₙ + 1/wₙ)/2

Every wₙ is positive by induction, so u(lₙ) is never zero and neither is the derivative. Next,

wₙ₊₁ − 1 = (wₙ − 1)²/(2wₙ) ≥ 0

so after the first step all values are at least 1. From then on 1/wₙ ≤ 1, which gives wₙ₊₁ − 1 ≤ (wₙ − 1)/2. The excess over 1 is at least halved each time, hence wₙ → 1, u(lₙ) → e and lₙ = (u(lₙ) − b)/a → L.

Halving is only a crude bound. Expanding g about l gives 0 = g(L) = g(l) + 2u(L − l) + a(L − l)² without remainder. Solving for g(l) and inserting it into the Newton step yields

l′ − L = a (l − L)²/(2u)

which is the quadratic error law with its exact factor. The same identity holds with M in place of L.

Here is the complete Lean file.

```lean
import Mathlib

open Filter Topology

namespace ShakeNewton

noncomputable section

variable {E : Type*} [NormedAddCommGroup E] [InnerProductSpace ℝ E]

/-- Violation of the bond constraint when the trial bond `s` is corrected by `l` times the
old bond `r`: the squared length of `s + l r` minus `d ^ 2`. -/
def gap (s r : E) (d l : ℝ) : ℝ := ‖s + l • r‖ ^ 2 - d ^ 2

/-- The component of the trial bond `s` orthogonal to the old bond `r`, for `r ≠ 0`. -/
def bondPerp (s r : E) : E := s - (inner ℝ s r / ‖r‖ ^ 2) • r

/-- One Newton step for the multiplier `l`, meaningful where the derivative of the constraint
violation is nonzero. -/
def newtonStep (s r : E) (d l : ℝ) : ℝ := l - gap s r d l / deriv (gap s r d) l

/-- The Newton iterates for the multiplier, started from `l = 0`; each step needs a nonzero
derivative at the current iterate. -/
def newtonIter (s r : E) (d : ℝ) : ℕ → ℝ
  | 0 => 0
  | n + 1 => newtonStep s r d (newtonIter s r d n)

/-- The inner product of the corrected bond with the old bond is affine in the multiplier. -/
theorem inner_bond (s r : E) (l : ℝ) :
    inner ℝ (s + l • r) r = inner ℝ s r + l * ‖r‖ ^ 2 := by
  rw [inner_add_left, real_inner_smul_left, real_inner_self_eq_norm_sq]

/-- The constraint violation is a quadratic polynomial in the multiplier. -/
theorem gap_expand (s r : E) (d l : ℝ) :
    gap s r d l = ‖r‖ ^ 2 * l ^ 2 + 2 * inner ℝ s r * l + (‖s‖ ^ 2 - d ^ 2) := by
  rw [gap, norm_add_sq_real, real_inner_smul_right, norm_smul, mul_pow,
    Real.norm_eq_abs, sq_abs]
  ring

/-- The derivative of the constraint violation with respect to the multiplier is twice the
inner product of the corrected bond with the old bond. -/
theorem hasDerivAt_gap (s r : E) (d l : ℝ) :
    HasDerivAt (gap s r d) (2 * inner ℝ (s + l • r) r) l := by
  have h : gap s r d = fun x => ‖r‖ ^ 2 * (x * x) + 2 * inner ℝ s r * x
      + (‖s‖ ^ 2 - d ^ 2) := by
    funext x
    rw [gap_expand]
    ring
  rw [h, inner_bond]
  have h2 := (((hasDerivAt_id' l).fun_mul (hasDerivAt_id' l)).const_mul (‖r‖ ^ 2)).fun_add
    ((hasDerivAt_id' l).const_mul (2 * inner ℝ s r))
  refine (h2.add_const _).congr_deriv ?_
  ring

/-- Completing the square: `‖r‖ ^ 2` times the constraint violation is the squared inner product of
the corrected bond with the old bond, minus `‖r‖ ^ 2 * (d ^ 2 - ‖bondPerp s r‖ ^ 2)`. -/
theorem gap_complete_square (s r : E) (d l : ℝ) :
    ‖r‖ ^ 2 * gap s r d l
      = inner ℝ (s + l • r) r ^ 2 - ‖r‖ ^ 2 * (d ^ 2 - ‖bondPerp s r‖ ^ 2) := by
  by_cases hr : r = 0
  · simp [hr]
  have ha : ‖r‖ ≠ 0 := norm_ne_zero_iff.2 hr
  -- Pythagoras for the orthogonal component
  have hp : ‖r‖ ^ 2 * ‖bondPerp s r‖ ^ 2 = ‖r‖ ^ 2 * ‖s‖ ^ 2 - inner ℝ s r ^ 2 := by
    rw [bondPerp, norm_sub_sq_real, real_inner_smul_right, norm_smul, mul_pow,
      Real.norm_eq_abs, sq_abs]
    field_simp
    ring
  rw [gap_expand, inner_bond]
  linear_combination (-1 : ℝ) * hp

/-- Where the derivative is nonzero, a Newton step acts on the inner product `u` of the corrected
bond with the old bond as Heron's square-root rule `u ↦ (u + D / u) / 2`, where
`D = ‖r‖ ^ 2 * (d ^ 2 - ‖bondPerp s r‖ ^ 2)`. -/
theorem inner_newtonStep (s r : E) (d l : ℝ) (hu : inner ℝ (s + l • r) r ≠ 0) :
    inner ℝ (s + newtonStep s r d l • r) r
      = (inner ℝ (s + l • r) r
        + ‖r‖ ^ 2 * (d ^ 2 - ‖bondPerp s r‖ ^ 2) / inner ℝ (s + l • r) r) / 2 := by
  have aux : ∀ u D : ℝ, u ≠ 0 → u - (u ^ 2 - D) / (2 * u) = (u + D / u) / 2 := by
    intro u D h
    field_simp
    ring
  rw [← aux _ _ hu, ← gap_complete_square, inner_bond s r (newtonStep s r d l), newtonStep,
    (hasDerivAt_gap s r d l).deriv]
  linear_combination (-1 : ℝ) * inner_bond s r l

/-- Exact error law: if `L` solves the constraint and the derivative at `l` is nonzero, the error
after a Newton step is the square of the error before it, times `‖r‖ ^ 2` and divided by the
derivative at `l`. -/
theorem newtonStep_error (s r : E) (d l L : ℝ) (hL : gap s r d L = 0)
    (hu : inner ℝ (s + l • r) r ≠ 0) :
    newtonStep s r d l - L = ‖r‖ ^ 2 * (l - L) ^ 2 / (2 * inner ℝ (s + l • r) r) := by
  have h2 : 2 * inner ℝ (s + l • r) r ≠ 0 := mul_ne_zero two_ne_zero hu
  have key : 2 * inner ℝ (s + l • r) r * (l - L) - gap s r d l = ‖r‖ ^ 2 * (l - L) ^ 2 := by
    rw [gap_expand] at hL
    rw [inner_bond, gap_expand]
    linear_combination (-1 : ℝ) * hL
  have hc := div_mul_cancel₀ (gap s r d l) h2
  rw [newtonStep, (hasDerivAt_gap s r d l).deriv, eq_div_iff h2]
  linear_combination key - hc

/-- Heron's rule for the square root of one, from a positive start, stays positive and
converges to one. -/
theorem heron_tendsto (w : ℕ → ℝ) (h0 : 0 < w 0)
    (h : ∀ n, 0 < w n → w (n + 1) = (w n + 1 / w n) / 2) :
    (∀ n, 0 < w n) ∧ Tendsto w atTop (𝓝 1) := by
  have hpos : ∀ n, 0 < w n := by
    intro n
    induction n with
    | zero => exact h0
    | succ n ih => rw [h n ih]; positivity
  -- after one step the iterates lie at or above the limit
  have hge : ∀ n, 1 ≤ w (n + 1) := by
    intro n
    have hp := hpos n
    have e : w (n + 1) - 1 = (w n - 1) ^ 2 / (2 * w n) := by
      rw [h n hp]
      field_simp
      ring
    have : 0 ≤ (w n - 1) ^ 2 / (2 * w n) := by positivity
    linarith
  -- from then on the error is at least halved
  have hle : ∀ n, w (n + 1) - 1 ≤ (w 1 - 1) * (1 / 2 : ℝ) ^ n := by
    intro n
    induction n with
    | zero => simp
    | succ n ih =>
      have h1 : 1 / w (n + 1) ≤ 1 := (div_le_one (hpos _)).2 (hge n)
      rw [h (n + 1) (hpos _), pow_succ]
      linarith
  refine ⟨hpos, (tendsto_add_atTop_iff_nat 1).1 ?_⟩
  have hlim : Tendsto (fun n : ℕ => 1 + (w 1 - 1) * (1 / 2 : ℝ) ^ n) atTop (𝓝 1) := by
    simpa using ((tendsto_pow_atTop_nhds_zero_of_lt_one
      (by norm_num : (0 : ℝ) ≤ 1 / 2) (by norm_num)).const_mul (w 1 - 1)).const_add 1
  refine tendsto_of_tendsto_of_tendsto_of_le_of_le tendsto_const_nhds hlim hge (fun n => ?_)
  show w (n + 1) ≤ 1 + (w 1 - 1) * (1 / 2 : ℝ) ^ n
  linarith [hle n]

/-- If the trial bond is not orthogonal to the old bond and its orthogonal component is shorter
than `d`, the constraint has exactly two roots, of different absolute value; Newton iteration
from zero never meets a vanishing derivative and converges to the root of smaller absolute
value. -/
theorem newton_converges (s r : E) (d : ℝ) (hb : inner ℝ s r ≠ 0) (hd : ‖bondPerp s r‖ < d) :
    (∀ n, deriv (gap s r d) (newtonIter s r d n) ≠ 0) ∧
    ∃ L M : ℝ, |L| < |M| ∧ (∀ l : ℝ, ‖s + l • r‖ ^ 2 = d ^ 2 ↔ l = L ∨ l = M) ∧
      Tendsto (newtonIter s r d) atTop (𝓝 L) := by
  have hr : r ≠ 0 := fun h => hb (by rw [h, inner_zero_right])
  have ha : 0 < ‖r‖ ^ 2 := pow_pos (norm_pos_iff.2 hr) 2
  have hD : 0 < ‖r‖ ^ 2 * (d ^ 2 - ‖bondPerp s r‖ ^ 2) :=
    mul_pos ha (by nlinarith [norm_nonneg (bondPerp s r)])
  -- a quarter of the discriminant has a square root `e` with the sign of `inner ℝ s r`
  obtain ⟨e, he2, heb⟩ : ∃ e : ℝ, e ^ 2 = ‖r‖ ^ 2 * (d ^ 2 - ‖bondPerp s r‖ ^ 2) ∧
      0 < e * inner ℝ s r := by
    rcases lt_or_gt_of_ne hb with h | h
    · exact ⟨-√(‖r‖ ^ 2 * (d ^ 2 - ‖bondPerp s r‖ ^ 2)), by rw [neg_sq, Real.sq_sqrt hD.le],
        mul_pos_of_neg_of_neg (neg_lt_zero.2 (Real.sqrt_pos.2 hD)) h⟩
    · exact ⟨√(‖r‖ ^ 2 * (d ^ 2 - ‖bondPerp s r‖ ^ 2)), Real.sq_sqrt hD.le,
        mul_pos (Real.sqrt_pos.2 hD) h⟩
  have he0 : e ≠ 0 := fun h => by simp [h] at heb
  -- the scaled projections follow Heron's rule
  obtain ⟨hpos, hlim⟩ := heron_tendsto
    (fun n => inner ℝ (s + newtonIter s r d n • r) r / e)
    (by
      show 0 < inner ℝ (s + (0 : ℝ) • r) r / e
      rw [zero_smul, add_zero]
      have h : inner ℝ s r / e = e * inner ℝ s r / e ^ 2 := by field_simp
      rw [h]
      exact div_pos heb (by positivity))
    (by
      intro n hn
      have hu : inner ℝ (s + newtonIter s r d n • r) r ≠ 0 := fun h => by
        simp only [h, zero_div, lt_self_iff_false] at hn
      show inner ℝ (s + newtonStep s r d (newtonIter s r d n) • r) r / e = _
      rw [inner_newtonStep s r d _ hu, ← he2]
      clear hn
      generalize inner ℝ (s + newtonIter s r d n • r) r = u at hu ⊢
      field_simp)
  refine ⟨fun n => ?_, (e - inner ℝ s r) / ‖r‖ ^ 2, (-e - inner ℝ s r) / ‖r‖ ^ 2,
    ?_, fun l => ?_, ?_⟩
  · rw [(hasDerivAt_gap s r d _).deriv]
    refine mul_ne_zero two_ne_zero (fun h => ?_)
    have hn := hpos n
    simp only [h, zero_div, lt_self_iff_false] at hn
  · rw [abs_div, abs_div]
    exact div_lt_div_of_pos_right (sq_lt_sq.1 (by nlinarith)) (abs_pos.2 ha.ne')
  · have hsq := gap_complete_square s r d l
    rw [inner_bond, ← he2] at hsq
    constructor
    · intro h
      have hg : gap s r d l = 0 := sub_eq_zero.2 h
      rw [hg] at hsq
      have hf : (inner ℝ s r + l * ‖r‖ ^ 2 - e) * (inner ℝ s r + l * ‖r‖ ^ 2 + e) = 0 := by
        linear_combination (-1 : ℝ) * hsq
      rcases mul_eq_zero.1 hf with h1 | h1
      · exact Or.inl ((eq_div_iff ha.ne').2 (by linarith))
      · exact Or.inr ((eq_div_iff ha.ne').2 (by linarith))
    · intro h
      have hg : ‖r‖ ^ 2 * gap s r d l = 0 := by
        rcases h with h | h <;>
          (rw [eq_div_iff ha.ne'] at h; rw [hsq, h]; ring)
      exact sub_eq_zero.1 ((mul_eq_zero.1 hg).resolve_left ha.ne')
  · -- translate convergence of the projection back to the multiplier
    have ht := ((hlim.const_mul e).sub_const (inner ℝ s r)).div_const (‖r‖ ^ 2)
    rw [mul_one] at ht
    refine ht.congr (fun n => ?_)
    rw [div_eq_iff ha.ne', mul_div_cancel₀ _ he0, inner_bond]
    ring

end

end ShakeNewton
```

```lean
#print axioms ShakeNewton.newtonStep_error
-- 'ShakeNewton.newtonStep_error' depends on axioms: [propext, Classical.choice, Quot.sound]
#print axioms ShakeNewton.newton_converges
-- 'ShakeNewton.newton_converges' depends on axioms: [propext, Classical.choice, Quot.sound]
```

## What `newton_converges` says about a bond

The space `E` is any real inner-product space; for atoms it is ordinary three-dimensional space. The vectors `s` and `r` are the trial and old bonds, and `d` is the target length. The function `gap` is g, `bondPerp s r` is s⊥, and `newtonIter s r d n` is lₙ. The multiplier `l` is the coefficient of r in the bond vector, so the inverse masses and the time step are absorbed in it. The old bond is not required to have length d.

There are two hypotheses:

- `hb` says that ⟨s, r⟩ ≠ 0: neither bond vector is zero, and the bond has not turned by exactly a right angle during the free move. At a right angle the derivative at the starting point is zero.
- `hd` says that ‖s⊥‖ < d. A push along r cannot alter s⊥, so this is the condition that the line of possible corrected bonds passes through the interior of the sphere of radius d. It also forces d to be positive.

The conclusion has two parts. First, the derivative is nonzero at every iterate. This matters because Lean sets division by zero to zero, so `newtonStep` would otherwise return a value even where Newton's method has none. Second, there are numbers `L` and `M` with `|L| < |M|` such that the constraint holds for `l` exactly when `l = L ∨ l = M`, and the iterates tend to `L`.

The root of smaller absolute value need not restore the old orientation. In the derivation above, the corrected bond has projection e on r, with the sign of b. If the trial bond has turned by more than a right angle, the iteration settles on a bond that also points backwards relative to r.

For molecular dynamics, this settles which solution a Newton solver started from zero selects, for one isolated bond and in real-number arithmetic. Coupled constraints sharing atoms, rounding, stopping tolerances, the velocity stage of RATTLE and the matrix expansion of LINCS are not treated.

## From the quadratic to the limit in Lean

`inner_bond` and `gap_expand` are the formulas for u(l) and g(l). `hasDerivAt_gap` differentiates the quadratic, so that the `deriv` in `newtonStep` can be replaced by 2u. `gap_complete_square` settles the trivial case r = 0 separately; otherwise it proves the Pythagorean identity for s⊥, called `hp`, and then combines it with the expansion through `linear_combination`.

`inner_newtonStep` is the passage to Heron's rule. Its auxiliary statement `aux` is the algebra u − (u² − D)/(2u) = (u + D/u)/2, and the rest inserts the completed square. `newtonStep_error` is the exact error law, valid for either root; the convergence proof does not use it.

`heron_tendsto` treats the scaled sequence w. Its recursion is assumed only at indices where `w n` is positive, which suits Newton's method, since the step formula needs a nonzero projection. Induction gives `hpos`; `hge` is the bound wₙ₊₁ ≥ 1, and `hle` is the repeated halving. The limit follows by squeezing wₙ₊₁ between 1 and 1 + (w₁ − 1)/2ⁿ.

In `newton_converges`, the `obtain` step picks `e` by cases on the sign of ⟨s, r⟩, and `heron_tendsto` is applied to the projections divided by `e`. The remaining goals are then settled in turn: positivity gives the nonzero derivative, e b > 0 gives `|L| < |M|`, factoring u² − e² gives exactly two roots, and undoing the affine map from l to u carries the limit back to the multiplier.

## When the line of corrections only touches the sphere

Suppose ‖s⊥‖ = d, still with b ≠ 0. The strict inequality in `hd` excludes this case from the convergence theorem, but `inner_newtonStep` still applies wherever u ≠ 0. Now D = 0, and Heron's rule shrinks to u′ = u/2. A short induction by hand gives

u(lₙ) = b/2ⁿ and lₙ = −(b/a)(1 − 1/2ⁿ)

The two roots have merged into −b/a. The iterates still approach it without meeting a zero derivative, but the error is exactly halved at each step and the quadratic speed is lost.
